# The closed-form resolvent of two degenerate levels at zero energy with unit coupling

Two levels, both at energy zero and coupled with strength 1, are described by the real 2 × 2 matrix A with zeros on the diagonal and ones off it. The theorem `pair_green` says that for real z with z² ≠ 1, that is, away from the eigenvalues ±1, the resolvent (z − A)⁻¹ is the matrix with rows (z, 1) and (1, z), divided by z² − 1. The proof first shows, entry by entry, that z − A times the undivided matrix is z² − 1 times the identity. It then divides by z² − 1 and concludes that a right inverse of z − A is its inverse.

This version doesn't compile in Lean 4 with Mathlib:

```lean
import Mathlib

open Matrix Filter Topology

namespace RationalKrylov

noncomputable section

variable {𝕜 : Type*} [RCLike 𝕜] {n r : Type*} [Fintype n] [DecidableEq n]
  [Fintype r] [DecidableEq r]

/-- The shifted matrix `z - A`. -/
abbrev pencil (A : Matrix n n 𝕜) (z : 𝕜) : Matrix n n 𝕜 := z • (1 : Matrix n n 𝕜) - A

/-- The resolvent (Green's function) `(z - A)⁻¹`. -/
def green (A : Matrix n n 𝕜) (z : 𝕜) : Matrix n n 𝕜 := (pencil A z)⁻¹

/-- Two degenerate levels with unit coupling. -/
def pairA : Matrix (Fin 2) (Fin 2) ℝ := !![0, 1; 1, 0]

/-- The resolvent of the two-level matrix in closed form. -/
theorem pair_green {z : ℝ} (hz : z ^ 2 - 1 ≠ 0) :
    green pairA z = (z ^ 2 - 1)⁻¹ • !![z, 1; 1, z] := by
  have h : pencil pairA z * !![z, 1; 1, z] = (z ^ 2 - 1) • (1 : Matrix (Fin 2) (Fin 2) ℝ) := by
    ext i j
    fin_cases i <;> fin_cases j <;>
      simp [pencil, pairA, Matrix.mul_apply, Fin.sum_univ_succ] <;> ring
  apply Matrix.inv_eq_right_inv
  rw [Matrix.mul_smul, h, smul_smul, inv_mul_cancel₀ hz, one_smul]

end

end RationalKrylov
```

Lean reports:

```
Try this:
  [apply] ring_nf
  
  The `ring` tactic failed to close the goal. Use `ring_nf` to obtain a normal form.
    
  Note that `ring` works primarily in *commutative* rings. If you have a noncommutative ring, abelian group or module, consider using `noncomm_ring`, `abel` or `module` instead.
Try this:
  [apply] ring_nf
  
  The `ring` tactic failed to close the goal. Use `ring_nf` to obtain a normal form.
    
  Note that `ring` works primarily in *commutative* rings. If you have a noncommutative ring, abelian group or module, consider using `noncomm_ring`, `abel` or `module` instead.
Main.lean:24:93: error: unsolved goals
case «1».«0»
z : ℝ
hz : z ^ 2 - 1 ≠ 0
⊢ -z + z * 1 1 (Fin.succ 0) = 0

case «1».«1»
z : ℝ
hz : z ^ 2 - 1 ≠ 0
⊢ -1 + z ^ 2 * 1 1 (Fin.succ 0) = -1 + z ^ 2
```

This version goes through:

```diff
@@ -25,5 +25,5 @@
     ext i j
     fin_cases i <;> fin_cases j <;>
-      simp [pencil, pairA, Matrix.mul_apply, Fin.sum_univ_succ] <;> ring
+      simp [pencil, pairA, Matrix.mul_apply, Fin.sum_univ_two, Matrix.one_fin_two] <;> ring
   apply Matrix.inv_eq_right_inv
   rw [Matrix.mul_smul, h, smul_smul, inv_mul_cancel₀ hz, one_smul]
```

Diagnosis. The error lies in the entrywise check `h`, where the two entries of the second row stay unproved. `Fin.sum_univ_succ` splits off the first term of a sum and writes the later indices as successors. In these two goals `simp` is left with `1 1 (Fin.succ 0)`, the entry of the identity matrix in row 1 and column `Fin.succ 0`. That column is column 1, so the entry equals 1 and both goals are true, but `ring` does not evaluate matrix entries and treats this one as an unknown. The two "Try this" messages report that `ring` failed to close a goal; the `ring_nf` they suggest would not supply the missing value either.

The repair changes only the lemmas given to `simp`. `Fin.sum_univ_two` writes the sum directly as the terms at 0 and 1, so it introduces no `Fin.succ 0`. `Matrix.one_fin_two` writes the 2 × 2 identity out as an explicit matrix, whose entries `simp` can read off. What remains is ordinary algebra in z.
